# Every Cartesian Gaussian is bounded by a multiple of any more diffuse s function on its centre

A screening routine that estimates a p or d primitive by an s function with the same exponent can discard integrals that matter. The ratio of the two functions is a nonconstant polynomial, which is unbounded, so no constant factor turns the estimate into an upper bound at every point. An s function with a strictly smaller exponent does give one, with an explicit constant.

## The bound and its constant

Let $i$ be a natural number, the angular power, and let $b<a$ be real exponents. For every real $x$,

$$|x|^i e^{-ax^2}\le K_i(a-b)\,e^{-bx^2},\qquad K_i(c)=\left(\frac{i}{2ec}\right)^{i/2},$$

with equality exactly when $x^2=i/(2(a-b))$. For $i=0$ the constant is $K_0=1$. No smaller constant works.

In three dimensions, take the primitive with centre $A$ and powers $l_k$ on the axes $k=0,1,2$:

$$g_{l,a}(r)=\prod_k (r_k-A_k)^{l_k}\,e^{-a|r-A|^2}.$$

Then $|g_{l,a}|\le K\,g_{0,b}$ with $K=\prod_k K_{l_k}(a-b)$.

## Discarding one-electron integrals safely

If $g_{0,b}V$ is integrable, then

$$\left|\int g_{l,a}V\right|\le K\int g_{0,b}\,|V|.$$

In an electronic-structure code, $V$ can contain the other basis function together with the operator, as in a nuclear-attraction integral. If the right-hand side is below the threshold, so is the integral of this single unnormalised primitive. The choice of $b$ is a compromise for $i\ge1$: the constant grows as $b$ approaches $a$, while a smaller $b$ makes the s function decay more slowly.

## Derivation from $1+t\le e^t$

Put $t=u-1$ in $1+t\le e^t$, where equality holds only at $t=0$. This gives $u\le e^{u-1}$, and multiplying by $e^{-u}$ gives $ue^{-u}\le e^{-1}$, with equality only at $u=1$.

Let $c=a-b>0$ and $i\ge1$, and set $u=2cx^2/i$. Then $x^2=(i/2c)\,u$ and $2cx^2=iu$, so

$$\left(|x|^ie^{-cx^2}\right)^2=\left(x^2e^{-u}\right)^i=\left(\frac{i}{2c}\,ue^{-u}\right)^i\le\left(\frac{i}{2ec}\right)^i=K_i(c)^2.$$

Both quantities being squared are nonnegative, so $|x|^ie^{-cx^2}\le K_i(c)$. Equality requires $u=1$, that is, $x^2=i/(2c)$. For $i=0$ the claim is $e^{-cx^2}\le1$, with equality only at $x=0$. Multiplying by $e^{-bx^2}$ gives the one-dimensional bound.

At the equality point, any other valid constant must be at least $K_i(c)$. With equal exponents and $i\ge1$, a constant $C$ would need $|x|^i\le C$ for all $x$, which fails at $x=|C|+1$.

In three dimensions, $|g_{l,a}|$ is a product over the axes, and multiplying the three bounds gives $K$. Equality on every axis gives equality of the products. Conversely, suppose the products are equal. The right-hand side is positive, so every factor on the left is positive, and a strict inequality on one axis would make the whole product strictly smaller. Finally, $|\int g_{l,a}V|\le\int|g_{l,a}||V|\le K\int g_{0,b}|V|$.

## A d function with exponent 1.5

Take $i=2$, $a=1.5$ and $b=1$. Then $K_2(0.5)=2/e\approx0.736$, and equality holds at $x^2=2$, where both sides are $2e^{-3}\approx0.0996$. At $x=1$ the left side is $e^{-1.5}\approx0.223$ and the right side is $2e^{-2}\approx0.271$.

For normalised primitives with $b>0$, $K$ is multiplied by the ratio of the normalisation factors,

$$\left(\frac ab\right)^{3/4}\prod_k\frac{(4a)^{l_k/2}}{\sqrt{(2l_k-1)!!}},\qquad(-1)!!=1.$$

For $l=(2,0,0)$ this ratio is about $4.70$, so the normalised constant is about $3.45$.

## The Lean file

```lean
import Mathlib

open MeasureTheory

namespace GaussianScreening

noncomputable section

/-- The constant `(i / (2 e c))^(i/2)` for angular power `i` and exponent difference `c`,
meant for `c > 0`. -/
def peakConst (i : ℕ) (c : ℝ) : ℝ :=
  ((i : ℝ) / (2 * Real.exp 1 * c)) ^ ((i : ℝ) / 2)

/-- The unnormalised Cartesian Gaussian with powers `l`, exponent `a` and centre `A`,
evaluated at the point `r`. For `l = 0` it is an s function. -/
def cartGaussian (l : Fin 3 → ℕ) (a : ℝ) (A r : Fin 3 → ℝ) : ℝ :=
  (∏ k, (r k - A k) ^ l k) * Real.exp (-a * ∑ k, (r k - A k) ^ 2)

/-- The function `u exp(-u)` is at most `exp(-1)`, and it takes this value only at `u = 1`. -/
theorem mul_exp_neg_le (u : ℝ) :
    u * Real.exp (-u) ≤ Real.exp (-1) ∧
      (u * Real.exp (-u) = Real.exp (-1) ↔ u = 1) := by
  have key : Real.exp (-1) = Real.exp (u - 1) * Real.exp (-u) := by
    rw [← Real.exp_add]
    congr 1
    ring
  refine ⟨?_, fun h => ?_, fun h => by rw [h, one_mul]⟩
  · rw [key]
    exact mul_le_mul_of_nonneg_right (by linarith [Real.add_one_le_exp (u - 1)])
      (Real.exp_pos _).le
  · by_contra hu
    have h1 := Real.add_one_lt_exp (sub_ne_zero.mpr hu)
    rw [key] at h
    have h2 := mul_right_cancel₀ (Real.exp_pos _).ne' h
    linarith

/-- The constant is positive for a positive exponent difference. -/
theorem peakConst_pos (i : ℕ) {c : ℝ} (hc : 0 < c) : 0 < peakConst i c := by
  rcases Nat.eq_zero_or_pos i with rfl | hi
  · simp [peakConst]
  · have hi' : (0 : ℝ) < i := Nat.cast_pos.mpr hi
    unfold peakConst
    positivity

/-- For `c > 0` the one-axis profile `|x|^i exp(-c x²)` has maximum `peakConst i c`, reached exactly
at `x² = i / (2c)`. -/
theorem profile_le_peak (i : ℕ) {c : ℝ} (hc : 0 < c) (x : ℝ) :
    |x| ^ i * Real.exp (-c * x ^ 2) ≤ peakConst i c ∧
      (|x| ^ i * Real.exp (-c * x ^ 2) = peakConst i c ↔ x ^ 2 = (i : ℝ) / (2 * c)) := by
  rcases Nat.eq_zero_or_pos i with rfl | hi
  · have h1 : peakConst 0 c = 1 := by simp [peakConst]
    rw [h1]
    simp only [pow_zero, one_mul, Nat.cast_zero, zero_div]
    refine ⟨Real.exp_le_one_iff.mpr (by linarith [mul_nonneg hc.le (sq_nonneg x)]), ?_⟩
    rw [Real.exp_eq_one_iff]
    refine ⟨fun h => ?_, fun h => by rw [h, mul_zero]⟩
    have h2 : c * x ^ 2 = 0 := by linarith
    exact (mul_eq_zero.mp h2).resolve_left hc.ne'
  · have hi' : (0 : ℝ) < i := Nat.cast_pos.mpr hi
    have hk : 0 < (i : ℝ) / (2 * c) := by positivity
    -- the dimensionless variable u = 2 c x² / i
    obtain ⟨u, hu⟩ : ∃ u : ℝ, (i : ℝ) * u = 2 * c * x ^ 2 :=
      ⟨2 * c * x ^ 2 / i, by field_simp⟩
    obtain ⟨hle, heq⟩ := mul_exp_neg_le u
    have hx : x ^ 2 = (i : ℝ) / (2 * c) * u := by
      rw [div_mul_eq_mul_div, hu]
      field_simp
    -- both sides squared are i-th powers
    have hE : Real.exp (-c * x ^ 2) ^ 2 = Real.exp (-u) ^ i := by
      rw [← Real.exp_nat_mul, ← Real.exp_nat_mul]
      congr 1
      push_cast
      linear_combination hu
    have hL : (|x| ^ i * Real.exp (-c * x ^ 2)) ^ 2 = (x ^ 2 * Real.exp (-u)) ^ i := by
      rw [mul_pow, hE, mul_pow, ← sq_abs x, ← pow_mul, ← pow_mul, mul_comm i 2]
    have hR : peakConst i c ^ 2 = ((i : ℝ) / (2 * c) * Real.exp (-1)) ^ i := by
      have hB : 0 ≤ (i : ℝ) / (2 * Real.exp 1 * c) := by positivity
      have hBe : (i : ℝ) / (2 * c) * Real.exp (-1) = (i : ℝ) / (2 * Real.exp 1 * c) := by
        rw [Real.exp_neg]
        ring
      rw [hBe, peakConst, ← Real.rpow_natCast _ i, ← Real.rpow_mul_natCast hB]
      congr 1
      push_cast
      ring
    have hL0 : 0 ≤ |x| ^ i * Real.exp (-c * x ^ 2) := by positivity
    have hK0 := (peakConst_pos i hc).le
    have hP0 : 0 ≤ x ^ 2 * Real.exp (-u) := by positivity
    have hQ0 : 0 ≤ (i : ℝ) / (2 * c) * Real.exp (-1) := by positivity
    have hPQ : x ^ 2 * Real.exp (-u) ≤ (i : ℝ) / (2 * c) * Real.exp (-1) := by
      rw [hx, mul_assoc]
      exact mul_le_mul_of_nonneg_left hle hk.le
    constructor
    · refine (pow_le_pow_iff_left₀ hL0 hK0 two_ne_zero).mp ?_
      rw [hL, hR]
      exact pow_le_pow_left₀ hP0 hPQ i
    · rw [← pow_left_inj₀ hL0 hK0 two_ne_zero, hL, hR, pow_left_inj₀ hP0 hQ0 hi.ne',
        hx, mul_assoc, mul_right_inj' hk.ne', heq]
      exact ⟨fun h => by rw [h, mul_one],
        fun h => mul_left_cancel₀ hk.ne' (by rw [h, mul_one])⟩

/-- A Gaussian of angular power `i` and exponent `a` is bounded by an explicit multiple of any
more diffuse s Gaussian, with equality exactly at `x² = i / (2(a - b))`. -/
theorem gaussian_le_s (i : ℕ) {a b : ℝ} (hab : b < a) (x : ℝ) :
    |x| ^ i * Real.exp (-a * x ^ 2) ≤
        ((i : ℝ) / (2 * Real.exp 1 * (a - b))) ^ ((i : ℝ) / 2) * Real.exp (-b * x ^ 2) ∧
      (|x| ^ i * Real.exp (-a * x ^ 2) =
        ((i : ℝ) / (2 * Real.exp 1 * (a - b))) ^ ((i : ℝ) / 2) * Real.exp (-b * x ^ 2) ↔
        x ^ 2 = (i : ℝ) / (2 * (a - b))) := by
  have h := profile_le_peak i (sub_pos.mpr hab) x
  -- split off the diffuse s function
  have hs : Real.exp (-a * x ^ 2) =
      Real.exp (-(a - b) * x ^ 2) * Real.exp (-b * x ^ 2) := by
    rw [← Real.exp_add]
    congr 1
    ring
  rw [hs, ← mul_assoc]
  exact ⟨mul_le_mul_of_nonneg_right h.1 (Real.exp_pos _).le,
    (mul_left_inj' (Real.exp_pos _).ne').trans h.2⟩

/-- Any constant that bounds the Gaussian of power `i` by the more diffuse s Gaussian at all
points is at least `peakConst i (a - b)`. -/
theorem peakConst_optimal (i : ℕ) {a b C : ℝ} (hab : b < a)
    (h : ∀ x : ℝ, |x| ^ i * Real.exp (-a * x ^ 2) ≤ C * Real.exp (-b * x ^ 2)) :
    peakConst i (a - b) ≤ C := by
  have h0 : 0 ≤ (i : ℝ) / (2 * (a - b)) := div_nonneg (Nat.cast_nonneg i) (by linarith)
  have h1 := h (Real.sqrt ((i : ℝ) / (2 * (a - b))))
  rw [(gaussian_le_s i hab _).2.mpr (Real.sq_sqrt h0)] at h1
  exact le_of_mul_le_mul_right h1 (Real.exp_pos _)

/-- For `i ≥ 1` no multiple of the s Gaussian with the same exponent bounds the Gaussian of
power `i` at all points. -/
theorem no_bound_same_exponent {i : ℕ} (hi : 1 ≤ i) (a : ℝ) :
    ¬ ∃ C : ℝ, ∀ x : ℝ, |x| ^ i * Real.exp (-a * x ^ 2) ≤ C * Real.exp (-a * x ^ 2) := by
  rintro ⟨C, h⟩
  have h1 := le_of_mul_le_mul_right (h (|C| + 1)) (Real.exp_pos _)
  have h2 : (1 : ℝ) ≤ |C| + 1 := by linarith [abs_nonneg C]
  rw [abs_of_nonneg (by linarith)] at h1
  have h3 : |C| + 1 ≤ (|C| + 1) ^ i := le_self_pow₀ h2 (by omega)
  linarith [le_abs_self C]

/-- The magnitude of a Cartesian Gaussian is the product of its one-dimensional factors. -/
theorem abs_cartGaussian (l : Fin 3 → ℕ) (a : ℝ) (A r : Fin 3 → ℝ) :
    |cartGaussian l a A r| =
      ∏ k, (|r k - A k| ^ l k * Real.exp (-a * (r k - A k) ^ 2)) := by
  rw [cartGaussian, abs_mul, Finset.abs_prod, abs_of_pos (Real.exp_pos _), Finset.mul_sum,
    Real.exp_sum, ← Finset.prod_mul_distrib]
  simp only [abs_pow]

/-- A Cartesian Gaussian is bounded by a multiple of a more diffuse s function on the same
centre, with equality exactly where `(r k - A k)² = l k / (2(a - b))` on every axis. -/
theorem cartGaussian_le_s (l : Fin 3 → ℕ) {a b : ℝ} (hab : b < a) (A r : Fin 3 → ℝ) :
    |cartGaussian l a A r| ≤ (∏ k, peakConst (l k) (a - b)) * cartGaussian 0 b A r ∧
      (|cartGaussian l a A r| = (∏ k, peakConst (l k) (a - b)) * cartGaussian 0 b A r ↔
        ∀ k, (r k - A k) ^ 2 = (l k : ℝ) / (2 * (a - b))) := by
  have hs : cartGaussian 0 b A r = ∏ k, Real.exp (-b * (r k - A k) ^ 2) := by
    simp only [cartGaussian, Pi.zero_apply, pow_zero, Finset.prod_const_one, one_mul,
      Finset.mul_sum, Real.exp_sum]
  rw [abs_cartGaussian, hs, ← Finset.prod_mul_distrib]
  have h := fun k => gaussian_le_s (l k) hab (r k - A k)
  refine ⟨Finset.prod_le_prod (fun k _ => by positivity) (fun k _ => (h k).1),
    fun he => ?_, fun hr => Finset.prod_congr rfl fun k _ => (h k).2.mpr (hr k)⟩
  -- one axis away from its maximum makes the product strictly smaller
  by_contra hne
  obtain ⟨k, hk⟩ := not_forall.mp hne
  have hlt := lt_of_le_of_ne (h k).1 (fun e => hk ((h k).2.mp e))
  have hg : 0 < ∏ k, (peakConst (l k) (a - b) * Real.exp (-b * (r k - A k) ^ 2)) :=
    Finset.prod_pos fun k _ =>
      mul_pos (peakConst_pos _ (sub_pos.mpr hab)) (Real.exp_pos _)
  have hf : ∀ j ∈ (Finset.univ : Finset (Fin 3)),
      0 < |r j - A j| ^ l j * Real.exp (-a * (r j - A j) ^ 2) := fun j hj =>
    lt_of_le_of_ne (by positivity)
      (fun e => hg.ne' (he.symm.trans (Finset.prod_eq_zero hj e.symm)))
  exact (Finset.prod_lt_prod hf (fun j _ => (h j).1) ⟨k, Finset.mem_univ k, hlt⟩).ne he

/-- The integral of a Cartesian Gaussian against a potential `V` is bounded by a multiple of the
integral of a more diffuse s function against `|V|`, provided that the product of this s function
and `V` is integrable. -/
theorem integral_screening (l : Fin 3 → ℕ) {a b : ℝ} (hab : b < a) (A : Fin 3 → ℝ)
    (V : (Fin 3 → ℝ) → ℝ) (hV : Integrable (fun r => cartGaussian 0 b A r * V r)) :
    |∫ r, cartGaussian l a A r * V r| ≤
      (∏ k, peakConst (l k) (a - b)) * ∫ r, cartGaussian 0 b A r * |V r| := by
  have hpos : ∀ r, 0 < cartGaussian 0 b A r := fun r => by
    simp only [cartGaussian, Pi.zero_apply, pow_zero, Finset.prod_const_one, one_mul]
    exact Real.exp_pos _
  have habs : Integrable (fun r => cartGaussian 0 b A r * |V r|) := by
    refine hV.norm.congr (Filter.Eventually.of_forall fun r => ?_)
    show ‖cartGaussian 0 b A r * V r‖ = cartGaussian 0 b A r * |V r|
    rw [Real.norm_eq_abs, abs_mul, abs_of_pos (hpos r)]
  -- the pointwise bound passes to the integral
  have h := norm_integral_le_of_norm_le (f := fun r => cartGaussian l a A r * V r)
    (habs.const_mul (∏ k, peakConst (l k) (a - b)))
    (Filter.Eventually.of_forall fun r => by
      rw [Real.norm_eq_abs, abs_mul, ← mul_assoc]
      exact mul_le_mul_of_nonneg_right (cartGaussian_le_s l hab A r).1 (abs_nonneg _))
  rwa [integral_const_mul, Real.norm_eq_abs] at h

end

end GaussianScreening
```

```lean
#print axioms GaussianScreening.peakConst_optimal
#print axioms GaussianScreening.no_bound_same_exponent
#print axioms GaussianScreening.cartGaussian_le_s
#print axioms GaussianScreening.integral_screening
```

```
'GaussianScreening.peakConst_optimal' depends on axioms: [propext, Classical.choice, Quot.sound]
'GaussianScreening.no_bound_same_exponent' depends on axioms: [propext, Classical.choice, Quot.sound]
'GaussianScreening.cartGaussian_le_s' depends on axioms: [propext, Classical.choice, Quot.sound]
'GaussianScreening.integral_screening' depends on axioms: [propext, Classical.choice, Quot.sound]
```

## How the proof handles the half-integer power

`peakConst i c` is $K_i(c)$, and `cartGaussian l a A r` is $g_{l,a}(r)$. Points and centres have type `Fin 3 → ℝ`, and the squared distance is written out as a sum over the axes.

The proof turns on comparing squares. The exponent $i/2$ in `peakConst` is a real number, whereas $|x|^i$ is a natural power. In `profile_le_peak`, the steps `hL` and `hR` write the squares of both sides as $i$-th natural powers. Mathlib's `pow_le_pow_iff_left₀` then removes the square from the inequality, and `pow_left_inj₀` removes the square and the $i$-th power from the equality. Both lemmas need nonnegative bases and a nonzero exponent. The case $i=0$ is treated separately because $u$ is defined by dividing by $i$, and because the $i$-th power in the equality can be cancelled only for $i\ne0$. No derivative is taken.

The elementary inequality is `mul_exp_neg_le`. `gaussian_le_s` restores the factor $e^{-bx^2}$, `peakConst_optimal` evaluates at the equality point, and `no_bound_same_exponent` uses the point $|C|+1$. `abs_cartGaussian` supplies the factorisation for `cartGaussian_le_s`, whose converse rests on `Finset.prod_lt_prod`. In `integral_screening`, `norm_integral_le_of_norm_le` carries the pointwise bound to the integral.

## Rigorous for one real primitive, silent on rounding

The only condition that the bounds place on the exponents is $b<a$. A decaying s function also needs $b>0$, which the file does not impose. Integrability of $g_{0,b}V$ is a hypothesis, to be established for each $V$.

The potential is real-valued, and both Gaussians share one centre. A contracted function can be bounded by applying the theorem to each primitive and adding the bounds, weighted by the absolute values of the contraction coefficients. If these coefficients refer to normalised primitives, each weight must also include the normalisation factor of its primitive. The inequalities concern exact real numbers, so a code that compares a computed bound with a threshold must allow for its own rounding error.
